# SSH winding on N ≥ 3 equally spaced k-points starting at k = 0: for v ≥ 0 and w > 0, odd grids switch from 2π to 0 at v = w cos(π/N), even grids at v = w

Sample the Su–Schrieffer–Heeger (SSH) chain at three momenta, $k=0,\ 2\pi/3,\ 4\pi/3$. With intracell hopping $v\ge 0$ and intercell hopping $w>0$, the coupling between the sublattices is $h(k)=v+we^{ik}$, so

$$h_0=v+w,\qquad h_1=v-\tfrac w2+\tfrac{\sqrt3}{2}\,iw,\qquad h_2=\overline{h_1}.$$

Let $\theta=\arg h_1$. The phases of $h_1/h_0$ and $h_0/h_2$ are both $\theta$; that of $h_2/h_1$ is $-2\theta$, reduced to $(-\pi,\pi]$. If $v<w/2$, then $\theta>\pi/2$, the reduction adds $2\pi$, and the three phases sum to $2\pi$. If $v>w/2$, nothing is added and the sum is $0$. The continuous curve $h(k)$ encircles the origin for all $v<w$, so for $w/2<v<w$ the three-point grid gives the wrong winding.

## The thresholds for N points

Let $k_r=2\pi r/N$, $h_r=h(k_r)$, and

$$\Phi=\sum_{r}\arg\frac{h_{r+1}}{h_r},$$

with $r$ taken modulo $N$. For $N\ge3$, $w>0$:

- $\Phi=2\pi$ if $0\le v<w\cos(\pi/N)$, and $\Phi=0$ if $v>w$.
- For even $N$, $\Phi=2\pi$ for all $0\le v<w$.
- For odd $N$, $\Phi=0$ once $v>w\cos(\pi/N)$.

## Where a code uses the sum

A code that computes a winding number from link phases assumes that each principal argument is the true phase advance. In this non-interacting two-band model the assumption can fail without a visible sign: the ratios multiply to $1$, so $\Phi$ is a multiple of $2\pi$ on any grid where no $h_r$ vanishes, and an integer winding is no evidence of convergence. At $v=0.9\,w$, four points give $2\pi$, five give $0$ and seven give $2\pi$.

## Derivation from the area of one step

Put $\beta=\pi/N$. Modulo $2\pi$, $k_{r+1}=k_r+2\beta$, also across the zone boundary. Hence

$$\begin{aligned}
\operatorname{Im}(\overline{h_r}h_{r+1})&=w^2\sin2\beta+vw\,[\sin(k_r+2\beta)-\sin k_r]\\
&=2w\sin\beta\,[w\cos\beta+v\cos(k_r+\beta)].
\end{aligned}$$

Since $h_{r+1}/h_r=\overline{h_r}h_{r+1}/|h_r|^2$, the bracket fixes the sign of $\sin\arg(h_{r+1}/h_r)$.

**Value 0.** Suppose $\operatorname{Re}h_r=v+w\cos k_r>0$ for all $r$. Every $\arg h_r$ lies in $(-\pi/2,\pi/2)$, so $\arg h_{r+1}-\arg h_r$ lies in $(-\pi,\pi)$ and is the principal argument of the ratio. The sum telescopes to $0$. For $v>w$ the condition holds, because $\operatorname{Re}h_r\ge v-w$.

**Value 2π.** Suppose $0\le v<w$ and the bracket is positive for all $r$. Write $h_r=e^{ik_r}g_r$ with $g_r=w+ve^{-ik_r}$, so $\operatorname{Re}g_r\ge w-v>0$. The ratio $h_{r+1}/h_r$ has the angle

$$\delta_r=2\beta+\arg g_{r+1}-\arg g_r,$$

which lies between $-\pi$ and $2\pi$ since $0<2\beta\le2\pi/3$. The positive bracket gives $\sin\delta_r>0$, which excludes $[\pi,2\pi)$, so $\delta_r$ is the principal argument. Summing, the differences cancel and $\Phi=2N\beta=2\pi$. For $v<w\cos\beta$ the bracket is at least $w\cos\beta-v>0$.

**Parity.** If $0\le m\le2N$ and $m\ne N$, the angle $m\beta$ is at least $\beta$ and at most $\pi$ away from $\pi$, so $\cos m\beta\ge-\cos\beta$.

- For even $N$, $k_r+\beta=(2r+1)\beta$ with $2r+1\ne N$, and the bracket is at least $(w-v)\cos\beta>0$.
- For odd $N$, $k_r=2r\beta$ with $2r\ne N$, and $\operatorname{Re}h_r\ge v-w\cos\beta>0$.

## The Lean file

```lean
import Mathlib

open scoped ComplexConjugate Real

namespace SSHGridWinding

noncomputable section

/-- The grid momentum `2π r / N` in the Brillouin zone, for a positive number `N` of points. -/
def momentum {N : ℕ} (r : ZMod N) : ℝ := 2 * π * (r.val : ℝ) / (N : ℝ)

/-- The SSH coupling `h = v + w exp(i k)` between the two sublattices at a grid momentum,
with intracell hopping `v` and intercell hopping `w`. -/
def coupling {N : ℕ} (v w : ℝ) (r : ZMod N) : ℂ :=
  (v : ℂ) + (w : ℂ) * Complex.exp ((momentum r : ℂ) * Complex.I)

/-- The total phase: the sum over the closed grid of the principal arguments of
`h (r + 1) / h r`, defined as a phase when no coupling vanishes. -/
def totalPhase (N : ℕ) [NeZero N] (v w : ℝ) : ℝ :=
  ∑ r : ZMod N, Complex.arg (coupling v w (r + 1) / coupling v w r)

/-- One grid step advances the momentum by `2π / N` up to a reciprocal lattice vector, so cosine
and sine advance accordingly, also across the zone boundary. -/
theorem momentum_succ {N : ℕ} [NeZero N] (r : ZMod N) :
    Real.cos (momentum (r + 1)) = Real.cos (momentum r + 2 * (π / N)) ∧
    Real.sin (momentum (r + 1)) = Real.sin (momentum r + 2 * (π / N)) := by
  have hval : (r + 1).val = (r.val + 1) % N := by
    have h : ((r.val + 1 : ℕ) : ZMod N) = r + 1 := by
      rw [Nat.cast_add, Nat.cast_one, ZMod.natCast_zmod_val]
    rw [← h, ZMod.val_natCast]
  obtain ⟨q, hq⟩ : ∃ q : ℕ, N * q + (r + 1).val = r.val + 1 :=
    ⟨(r.val + 1) / N, by rw [hval]; exact Nat.div_add_mod _ _⟩
  have hR := congrArg (Nat.cast : ℕ → ℝ) hq
  simp only [Nat.cast_add, Nat.cast_mul, Nat.cast_one] at hR
  have hNi : (N : ℝ) * (N : ℝ)⁻¹ = 1 := mul_inv_cancel₀ (Nat.cast_ne_zero.mpr (NeZero.ne N))
  have hk : momentum (r + 1) = momentum r + 2 * (π / N) - (q : ℝ) * (2 * π) := by
    unfold momentum
    linear_combination (2 * π / (N : ℝ)) * hR - 2 * π * (q : ℝ) * hNi
  constructor
  · rw [hk, Real.cos_sub_nat_mul_two_pi]
  · rw [hk, Real.sin_sub_nat_mul_two_pi]

/-- Polar form of the ratio of two complex numbers with an additional phase factor. -/
theorem step_polar (α : ℝ) (a b : ℂ) :
    Complex.exp ((α : ℂ) * Complex.I) * (b / a) = ((‖b‖ / ‖a‖ : ℝ) : ℂ) *
      (Complex.cos ((α + (b.arg - a.arg) : ℝ) : ℂ) +
        Complex.sin ((α + (b.arg - a.arg) : ℝ) : ℂ) * Complex.I) := by
  have ea := Complex.norm_mul_exp_arg_mul_I a
  have eb := Complex.norm_mul_exp_arg_mul_I b
  rw [← Complex.exp_mul_I]
  have hs : ((α + (b.arg - a.arg) : ℝ) : ℂ) * Complex.I =
      (α : ℂ) * Complex.I + (b.arg : ℂ) * Complex.I - (a.arg : ℂ) * Complex.I := by
    push_cast; ring
  rw [hs, Complex.exp_sub, Complex.exp_add, Complex.ofReal_div]
  conv_lhs => rw [← ea, ← eb]
  ring

/-- Differences of a function between neighbouring points sum to zero over the closed grid. -/
theorem sum_telescope {N : ℕ} [NeZero N] (f : ZMod N → ℝ) :
    ∑ r : ZMod N, (f (r + 1) - f r) = 0 := by
  rw [Finset.sum_sub_distrib, sub_eq_zero]
  exact Equiv.sum_comp (Equiv.addRight (1 : ZMod N)) f

/-- The oriented area spanned by neighbouring couplings (twice the triangle they form with the
origin), in terms of the hoppings and the midpoint momentum. -/
theorem step_area {N : ℕ} [NeZero N] (v w : ℝ) (r : ZMod N) :
    (conj (coupling v w r) * coupling v w (r + 1)).im =
      2 * w * Real.sin (π / N) *
        (w * Real.cos (π / N) + v * Real.cos (momentum r + π / N)) := by
  obtain ⟨hc, hs⟩ := momentum_succ r
  simp only [coupling, Complex.mul_im, Complex.conj_re, Complex.conj_im, Complex.add_re,
    Complex.add_im, Complex.ofReal_re, Complex.ofReal_im, Complex.exp_ofReal_mul_I_re,
    Complex.exp_ofReal_mul_I_im, Complex.mul_re, hc, hs]
  rw [Real.cos_add, Real.sin_add, Real.cos_add, Real.cos_two_mul, Real.sin_two_mul]
  linear_combination
    2 * w ^ 2 * Real.sin (π / N) * Real.cos (π / N) * Real.sin_sq_add_cos_sq (momentum r) +
    2 * v * w * Real.sin (momentum r) * Real.sin_sq_add_cos_sq (π / N)

/-- Among the angles `m π / N` with `0 ≤ m ≤ 2N`, those other than `π` have cosine at
least `-cos(π / N)`. -/
theorem neg_cos_le {N : ℕ} [NeZero N] (m : ℕ) (hm : m ≤ 2 * N) (hne : m ≠ N) :
    -Real.cos (π / N) ≤ Real.cos ((m : ℝ) * (π / N)) := by
  have hN : (0 : ℝ) < N := Nat.cast_pos.mpr (Nat.pos_of_ne_zero (NeZero.ne N))
  have hb : (N : ℝ) * (π / N) = π := by field_simp
  have h0 : 0 < π / (N : ℝ) := div_pos Real.pi_pos hN
  generalize π / (N : ℝ) = β at *
  have hm0 : 0 ≤ (m : ℝ) * β := mul_nonneg (Nat.cast_nonneg m) h0.le
  rcases lt_or_gt_of_ne hne with h | h
  · have h1 : (m : ℝ) + 1 ≤ N := by exact_mod_cast h
    have h2 := mul_le_mul_of_nonneg_right h1 h0.le
    have h3 := Real.cos_le_cos_of_nonneg_of_le_pi (x := β) (y := π - m * β) h0.le
      (by linarith) (by linarith)
    rw [Real.cos_pi_sub] at h3
    linarith
  · have h1 : (N : ℝ) + 1 ≤ m := by exact_mod_cast h
    have h2 := mul_le_mul_of_nonneg_right h1 h0.le
    have h4 : (m : ℝ) ≤ 2 * N := by exact_mod_cast hm
    have h5 := mul_le_mul_of_nonneg_right h4 h0.le
    have h3 := Real.cos_le_cos_of_nonneg_of_le_pi (x := β) (y := m * β - π) h0.le
      (by linarith) (by linarith)
    rw [Real.cos_sub_pi] at h3
    linarith

/-- If all couplings on the grid have positive real part, the total phase vanishes. -/
theorem totalPhase_eq_zero_of_re_pos {N : ℕ} [NeZero N] {v w : ℝ}
    (h : ∀ r : ZMod N, 0 < (coupling v w r).re) : totalPhase N v w = 0 := by
  have harg : ∀ r : ZMod N, Complex.arg (coupling v w (r + 1) / coupling v w r) =
      (coupling v w (r + 1)).arg - (coupling v w r).arg := by
    intro r
    have hne : ∀ s : ZMod N, coupling v w s ≠ 0 := fun s hs => by
      have := h s
      rw [hs, Complex.zero_re] at this
      exact lt_irrefl _ this
    have ha := abs_lt.mp (Complex.abs_arg_lt_pi_div_two_iff.mpr (Or.inl (h r)))
    have hb := abs_lt.mp (Complex.abs_arg_lt_pi_div_two_iff.mpr (Or.inl (h (r + 1))))
    have hp := step_polar 0 (coupling v w r) (coupling v w (r + 1))
    simp only [Complex.ofReal_zero, zero_mul, Complex.exp_zero, one_mul, zero_add] at hp
    rw [hp, Complex.arg_mul_cos_add_sin_mul_I
      (div_pos (norm_pos_iff.mpr (hne _)) (norm_pos_iff.mpr (hne _)))
      ⟨by linarith [ha.2, hb.1], by linarith [ha.1, hb.2]⟩]
  unfold totalPhase
  rw [Finset.sum_congr rfl (fun r _ => harg r)]
  exact sum_telescope (fun r => (coupling v w r).arg)

/-- For `N ≥ 3` and `0 ≤ v < w`, if `w cos(π/N) + v cos(k + π/N)` is positive at every grid
momentum `k`, the total phase is `2π`. -/
theorem totalPhase_eq_two_pi_of_area {N : ℕ} [NeZero N] (hN : 3 ≤ N) {v w : ℝ}
    (hv : 0 ≤ v) (hvw : v < w)
    (h : ∀ r : ZMod N, 0 < w * Real.cos (π / N) + v * Real.cos (momentum r + π / N)) :
    totalPhase N v w = 2 * π := by
  have hN3 : (3 : ℝ) ≤ N := by exact_mod_cast hN
  have hN0 : (0 : ℝ) < N := by linarith
  have hb0 : 0 < π / (N : ℝ) := div_pos Real.pi_pos hN0
  have hb3 : π / (N : ℝ) ≤ π / 3 := by gcongr
  have hpi := Real.pi_pos
  -- remove the uniformly rotating phase; the remainder stays in the right half-plane
  let g : ZMod N → ℂ := fun r =>
    (w : ℂ) + (v : ℂ) * Complex.exp (((-momentum r : ℝ) : ℂ) * Complex.I)
  have hre : ∀ r, 0 < (g r).re := by
    intro r
    have e : (g r).re = w + v * Real.cos (momentum r) := by
      simp only [g, Complex.add_re, Complex.ofReal_re, Complex.re_ofReal_mul,
        Complex.exp_ofReal_mul_I_re, Real.cos_neg]
    rw [e]
    nlinarith [mul_le_mul_of_nonneg_left (Real.neg_one_le_cos (momentum r)) hv]
  have hne : ∀ r, g r ≠ 0 := fun r hr => by
    have := hre r
    rw [hr, Complex.zero_re] at this
    exact lt_irrefl _ this
  have hfac : ∀ r, coupling v w r = Complex.exp ((momentum r : ℂ) * Complex.I) * g r := by
    intro r
    have e : Complex.exp ((momentum r : ℂ) * Complex.I) *
        Complex.exp (((-momentum r : ℝ) : ℂ) * Complex.I) = 1 := by
      rw [← Complex.exp_add, Complex.ofReal_neg, neg_mul, add_neg_cancel, Complex.exp_zero]
    simp only [coupling, g]
    linear_combination (-(v : ℂ)) * e
  have hexp : ∀ r : ZMod N, Complex.exp ((momentum (r + 1) : ℂ) * Complex.I) =
      Complex.exp (((2 * (π / N) : ℝ) : ℂ) * Complex.I) *
        Complex.exp ((momentum r : ℂ) * Complex.I) := by
    intro r
    rw [← Complex.exp_add, ← add_mul, ← Complex.ofReal_add, add_comm (2 * (π / (N : ℝ)))]
    apply Complex.ext
    · rw [Complex.exp_ofReal_mul_I_re, Complex.exp_ofReal_mul_I_re, (momentum_succ r).1]
    · rw [Complex.exp_ofReal_mul_I_im, Complex.exp_ofReal_mul_I_im, (momentum_succ r).2]
  have harg : ∀ r : ZMod N, Complex.arg (coupling v w (r + 1) / coupling v w r) =
      2 * (π / N) + ((g (r + 1)).arg - (g r).arg) := by
    intro r
    have hratio : coupling v w (r + 1) / coupling v w r =
        Complex.exp (((2 * (π / N) : ℝ) : ℂ) * Complex.I) * (g (r + 1) / g r) := by
      rw [hfac (r + 1), hfac r, hexp r,
        mul_comm (Complex.exp (((2 * (π / N) : ℝ) : ℂ) * Complex.I)), mul_assoc,
        mul_div_mul_left _ _ (Complex.exp_ne_zero _), mul_div_assoc]
    have him : 0 < (coupling v w (r + 1) / coupling v w r).im := by
      have hc : coupling v w r ≠ 0 := by
        rw [hfac r]; exact mul_ne_zero (Complex.exp_ne_zero _) (hne r)
      have hA := step_area v w r
      have hs : 0 < Real.sin (π / N) := Real.sin_pos_of_pos_of_lt_pi hb0 (by linarith)
      have hpos := mul_pos (mul_pos (by linarith : 0 < 2 * w) hs) (h r)
      rw [← hA, Complex.mul_im, Complex.conj_re, Complex.conj_im] at hpos
      rw [Complex.div_im, ← sub_div]
      exact div_pos (by linarith) (Complex.normSq_pos.mpr hc)
    have hrho : 0 < ‖g (r + 1)‖ / ‖g r‖ :=
      div_pos (norm_pos_iff.mpr (hne _)) (norm_pos_iff.mpr (hne _))
    have ha := abs_lt.mp (Complex.abs_arg_lt_pi_div_two_iff.mpr (Or.inl (hre r)))
    have hb := abs_lt.mp (Complex.abs_arg_lt_pi_div_two_iff.mpr (Or.inl (hre (r + 1))))
    rw [hratio, step_polar, Complex.im_ofReal_mul, ← Complex.exp_mul_I,
      Complex.exp_ofReal_mul_I_im] at him
    have hsin := (mul_pos_iff_of_pos_left hrho).mp him
    rw [hratio, step_polar]
    -- a positive sine excludes angles between π and 2π
    refine Complex.arg_mul_cos_add_sin_mul_I hrho ⟨by linarith [ha.2, hb.1], ?_⟩
    by_contra hcon
    have hgt := not_le.mp hcon
    have hn := Real.sin_nonneg_of_nonneg_of_le_pi (sub_nonneg.mpr hgt.le)
      (by linarith [ha.1, hb.2])
    rw [Real.sin_sub_pi] at hn
    linarith
  have ht : ∑ r : ZMod N, ((g (r + 1)).arg - (g r).arg) = 0 :=
    sum_telescope (fun r => (g r).arg)
  have hNb : (N : ℝ) * (π / N) = π := by field_simp
  unfold totalPhase
  rw [Finset.sum_congr rfl (fun r _ => harg r), Finset.sum_add_distrib, ht]
  simp only [Finset.sum_const, Finset.card_univ, ZMod.card, nsmul_eq_mul]
  linear_combination 2 * hNb

/-- SSH winding on a grid of `N ≥ 3` momenta with `w > 0`: the total phase is `2π` if
`0 ≤ v < w cos(π/N)`, and `0` if `v > w`. -/
theorem ssh_grid_winding {N : ℕ} [NeZero N] (hN : 3 ≤ N) {v w : ℝ} (hw : 0 < w) :
    (0 ≤ v → v < w * Real.cos (π / N) → totalPhase N v w = 2 * π) ∧
    (w < v → totalPhase N v w = 0) := by
  constructor
  · intro hv h
    have h1 := mul_le_mul_of_nonneg_left (Real.cos_le_one (π / N)) hw.le
    refine totalPhase_eq_two_pi_of_area hN hv (by linarith) (fun r => ?_)
    have h2 := mul_le_mul_of_nonneg_left (Real.neg_one_le_cos (momentum r + π / N)) hv
    linarith
  · intro h
    refine totalPhase_eq_zero_of_re_pos (fun r => ?_)
    simp only [coupling, Complex.add_re, Complex.ofReal_re, Complex.re_ofReal_mul,
      Complex.exp_ofReal_mul_I_re]
    have h2 := mul_le_mul_of_nonneg_left (Real.neg_one_le_cos (momentum r)) hw.le
    linarith

/-- On an even grid with `N ≥ 3`, the total phase is `2π` for all `0 ≤ v < w`. -/
theorem totalPhase_even {N : ℕ} [NeZero N] (hN : 3 ≤ N) (hE : Even N) {v w : ℝ}
    (hv : 0 ≤ v) (hvw : v < w) : totalPhase N v w = 2 * π := by
  refine totalPhase_eq_two_pi_of_area hN hv hvw (fun r => ?_)
  have hN3 : (3 : ℝ) ≤ N := by exact_mod_cast hN
  have hb0 : 0 < π / (N : ℝ) := div_pos Real.pi_pos (by linarith)
  have hb3 : π / (N : ℝ) ≤ π / 3 := by gcongr
  have hc : 0 < Real.cos (π / N) :=
    Real.cos_pos_of_mem_Ioo ⟨by linarith [Real.pi_pos], by linarith [Real.pi_pos]⟩
  have hlt := ZMod.val_lt r
  obtain ⟨t, ht⟩ := hE
  -- on an even grid the midpoint momenta never reach π
  have hcos := neg_cos_le (N := N) (2 * r.val + 1) (by omega) (by omega)
  have hk : ((2 * r.val + 1 : ℕ) : ℝ) * (π / N) = momentum r + π / N := by
    simp only [Nat.cast_add, Nat.cast_mul, Nat.cast_one, Nat.cast_ofNat, momentum]
    ring
  rw [hk] at hcos
  nlinarith [mul_le_mul_of_nonneg_left hcos hv, mul_pos hc (sub_pos.mpr hvw)]

/-- On an odd grid with `w > 0`, the total phase is `0` as soon as `v > w cos(π/N)`. -/
theorem totalPhase_odd {N : ℕ} [NeZero N] (hO : Odd N) {v w : ℝ} (hw : 0 < w)
    (h : w * Real.cos (π / N) < v) : totalPhase N v w = 0 := by
  refine totalPhase_eq_zero_of_re_pos (fun r => ?_)
  have hlt := ZMod.val_lt r
  obtain ⟨t, ht⟩ := hO
  -- on an odd grid the momenta themselves never reach π
  have hcos := neg_cos_le (N := N) (2 * r.val) (by omega) (by omega)
  have hk : ((2 * r.val : ℕ) : ℝ) * (π / N) = momentum r := by
    simp only [Nat.cast_mul, Nat.cast_ofNat, momentum]
    ring
  rw [hk] at hcos
  simp only [coupling, Complex.add_re, Complex.ofReal_re, Complex.re_ofReal_mul,
    Complex.exp_ofReal_mul_I_re]
  have h2 := mul_le_mul_of_nonneg_left hcos hw.le
  linarith

end

end SSHGridWinding
```

```lean
#print axioms SSHGridWinding.ssh_grid_winding
#print axioms SSHGridWinding.totalPhase_even
#print axioms SSHGridWinding.totalPhase_odd
```

```
'SSHGridWinding.ssh_grid_winding' depends on axioms: [propext, Classical.choice, Quot.sound]
'SSHGridWinding.totalPhase_even' depends on axioms: [propext, Classical.choice, Quot.sound]
'SSHGridWinding.totalPhase_odd' depends on axioms: [propext, Classical.choice, Quot.sound]
```

## Reading the definitions and lemmas

`ZMod N` is the periodic grid, and `r.val` is the representative of `r` in $0,\dots,N-1$. `momentum` is $k_r$ in units of the inverse lattice constant, `coupling` is $h_r$, and `totalPhase` is $\Phi$, with `Complex.arg` in $(-\pi,\pi]$. `totalPhase` is the grid estimate of the winding angle of $h$, not the Berry phase of a band. Writing $e^{-ik}$ in the coupling would reverse its orientation.

`momentum_succ` handles the zone boundary by subtracting `q` full turns. `step_area` is the area identity; its `linear_combination` uses $\sin^2+\cos^2=1$. `step_polar` puts a ratio in polar form, from which Mathlib reads off the argument once the angle is known to lie in the principal range. `sum_telescope` cancels the differences because a shift by one permutes the grid.

`totalPhase_eq_zero_of_re_pos` and `totalPhase_eq_two_pi_of_area` are the two cases above; in the second, `by_contra` excludes angles beyond $\pi$ by the sign of the sine. `neg_cos_le` is the cosine bound, and `omega` supplies the parity facts $2r+1\ne N$ and $2r\ne N$. The results to cite are `ssh_grid_winding`, `totalPhase_even` and `totalPhase_odd`.

## Which meshes and Hamiltonians this reaches

The theorems settle $\Phi$ for real hoppings $v\ge0$ and $w>0$ on a uniform mesh that starts at $k=0$, at every finite $N\ge3$, except at the transition values themselves. For even $N$ and $v=w$, the coupling at $k=\pi$ vanishes and the phase is undefined. A shifted mesh needs its own thresholds.

The step from a real chain to these theorems is the assumption that its Bloch Hamiltonian has only the off-diagonal element $v+we^{ik}$; longer-range hopping or a sublattice potential changes the problem. The arithmetic is that of real numbers: in floating point, a ratio close to the negative real axis can be rounded across the branch cut, which changes $\Phi$ by $2\pi$.
